# Green's function zeros at the eigenvalues of a region attached through a single site

For a non-interacting system with a finite complex Hamiltonian matrix `H`, not assumed Hermitian, let `G` satisfy (z − H)G = 1 at a complex energy z. Let j be a site outside a region A such that the rows of `H` at sites of A have no non-zero entries in columns outside A, except possibly in column j. The declaration states that if the block of z − H on A is singular, that is, if z is an eigenvalue of the block of `H` on A, then G_jk = 0 for every site k outside A, including k = j. The attempt contracts the equation of motion on A with a non-zero left null vector w of the block, which leaves w_k for k in A, and zero for k outside A, equal to s·G_jk with one number s for all k. Choosing a site of A where w is non-zero shows s ≠ 0, so G_jk must vanish for k outside A.

The first attempt, which Lean rejects:

```lean
import Mathlib

open Matrix

namespace GreenEqZeroOfSingularRegion

variable {n : Type*} [Fintype n] [DecidableEq n]

/-- The matrix `z - H` for a Hamiltonian matrix `H` and a complex energy `z`. -/
def energyMatrix (H : Matrix n n ℂ) (z : ℂ) : Matrix n n ℂ := z • (1 : Matrix n n ℂ) - H

/-- `G` is the Green's matrix of `H` at energy `z`: it solves `(z - H) G = 1`. -/
def IsGreen (H : Matrix n n ℂ) (z : ℂ) (G : Matrix n n ℂ) : Prop :=
  energyMatrix H z * G = 1

/-- The site `j` lies outside the region `A`, and `H a b = 0` for every `a` in `A` and every
`b` outside `A` other than `j`. -/
structure IsCutSite (H : Matrix n n ℂ) (A : Finset n) (j : n) : Prop where
  not_mem : j ∉ A
  no_hop : ∀ a ∈ A, ∀ b, b ∉ A → b ≠ j → H a b = 0

/-- The block of `z - H` on the sites of the region `A`. -/
def regionBlock (H : Matrix n n ℂ) (z : ℂ) (A : Finset n) : Matrix A A ℂ :=
  fun a c => energyMatrix H z a c

variable {H G : Matrix n n ℂ} {z : ℂ} {A : Finset n} {j : n}

/-- Equation of motion inside `A`: if `j` is a cut site for `A`, the row of `(z - H) G = 1` at a
site of `A` involves only the rows of `G` in `A` and at `j`. -/
theorem region_equation (hG : IsGreen H z G) (hc : IsCutSite H A j) {a : n} (ha : a ∈ A)
    (k : n) :
    ∑ c : A, energyMatrix H z a c * G c k + energyMatrix H z a j * G j k
      = (1 : Matrix n n ℂ) a k := by
  unfold IsGreen at hG
  have h : (energyMatrix H z * G) a k = (1 : Matrix n n ℂ) a k := by rw [hG]
  -- only the sites of `A` and `j` contribute to the matrix product
  have hs : ∑ l, energyMatrix H z a l * G l k
      = ∑ l ∈ insert j A, energyMatrix H z a l * G l k := by
    symm
    apply Finset.sum_subset (Finset.subset_univ _)
    intro l _ hl
    have hlj : l ≠ j := fun e => hl (by rw [e]; exact Finset.mem_insert_self j A)
    have hlA : l ∉ A := fun e => hl (Finset.mem_insert_of_mem e)
    have hal : a ≠ l := fun e => hlA (e ▸ ha)
    have h0 : energyMatrix H z a l = 0 := by
      simp [energyMatrix, Matrix.one_apply_ne hal, hc.no_hop a ha l hlA hlj]
    rw [h0, zero_mul]
  rw [Matrix.mul_apply, hs, Finset.sum_insert hc.not_mem] at h
  rw [Finset.sum_coe_sort A (fun c => energyMatrix H z a c * G c k)]
  linear_combination h

/-- If `G` is the Green's matrix of `H` at energy `z`, `j` is a cut site for `A` and the block of
`z - H` on `A` is singular, then `G j k` vanishes for every site `k` outside `A`. -/
theorem green_eq_zero_of_singular_region (hG : IsGreen H z G) (hc : IsCutSite H A j)
    (hdet : (regionBlock H z A).det = 0) {k : n} (hk : k ∉ A) : G j k = 0 := by
  obtain ⟨w, hw0, hw⟩ := Matrix.exists_vecMul_eq_zero_iff.mpr hdet
  have hcol : ∀ c : A, ∑ a : A, w a * energyMatrix H z a c = 0 := fun c => congrFun hw c
  -- contract the equation of motion with the left null vector
  have key : ∀ k, ∑ a : A, w a * (1 : Matrix n n ℂ) a k
      = (∑ a : A, w a * energyMatrix H z a j) * G j k := by
    intro k
    calc ∑ a : A, w a * (1 : Matrix n n ℂ) a k
        = ∑ a : A, w a * (∑ c : A, energyMatrix H z a c * G c k
            + energyMatrix H z a j * G j k) :=
          Finset.sum_congr rfl fun a _ => by rw [region_equation hG hc a.2 k]
      _ = ∑ c : A, (∑ a : A, w a * energyMatrix H z a c) * G c k
            + (∑ a : A, w a * energyMatrix H z a j) * G j k := by
          simp only [mul_add, Finset.sum_add_distrib, Finset.mul_sum, Finset.sum_mul, mul_assoc]
          rw [Finset.sum_comm]
      _ = (∑ a : A, w a * energyMatrix H z a j) * G j k := by
          simp only [hcol, zero_mul, Finset.sum_const_zero, zero_add]
  obtain ⟨a₀, ha₀⟩ := Function.ne_iff.mp hw0
  have hs : ∑ a : A, w a * energyMatrix H z a j ≠ 0 := by
    intro hs
    have e : ∑ a : A, w a * (1 : Matrix n n ℂ) a a₀ = w a₀ := by
      rw [Finset.sum_eq_single a₀]
      · simp
      · intro c _ hca
        rw [Matrix.one_apply_ne (fun h => hca (Subtype.ext h)), mul_zero]
      · simp
    have h0 : w a₀ = 0 := by rw [← e, key, hs, zero_mul]
    exact ha₀ h0
  have hz : ∑ a : A, w a * (1 : Matrix n n ℂ) a k = 0 :=
    Finset.sum_eq_zero fun a _ => by
      rw [Matrix.one_apply_ne (fun h => hk (h ▸ a.2)), mul_zero]
  exact (mul_eq_zero.mp ((key k).symm.trans hz)).resolve_left hs

end GreenEqZeroOfSingularRegion
```

Compiling this gives:

```
Main.lean:85:44: error: invalid `▸` notation, expected result type of cast is 
  k ∈ A
however, the equality 
  h
of type 
  ?m.381 = ?m.382
does not contain the expected result type on either the left or the right hand side
Main.lean:84:34: error: unsolved goals
n : Type u_1
inst✝¹ : Fintype n
inst✝ : DecidableEq n
H G : Matrix n n ℂ
z : ℂ
A : Finset n
j : n
hG : IsGreen H z G
hc : IsCutSite H A j
hdet : (regionBlock H z A).det = 0
k : n
hk : k ∉ A
w : ↥A → ℂ
hw0 : w ≠ 0
hw : w ᵥ* regionBlock H z A = 0
hcol : ∀ (c : ↥A), ∑ a, w a * energyMatrix H z ↑a ↑c = 0
key : ∀ (k : n), ∑ a, w a * 1 (↑a) k = (∑ a, w a * energyMatrix H z (↑a) j) * G j k
a₀ : ↥A
ha₀ : w a₀ ≠ 0 a₀
hs : ∑ a, w a * energyMatrix H z (↑a) j ≠ 0
a : ↥A
x✝ : a ∈ Finset.univ
⊢ w a * 1 (↑a) k = 0
```

Cause. The failure is in `hz`, the step saying that the contracted identity matrix has no entry at a site `k` outside `A`. `Matrix.one_apply_ne` needs a proof that the row and column indices differ, and `rw` elaborates that proof before matching the lemma against the goal. The indices are therefore still unknown, and `h` has type `?m.381 = ?m.382`. The `▸` notation has to find a side of the equality in the expected type `k ∈ A`, and with both sides unknown it cannot. The second message shows the goal of the same `by` block left open, since the rewrite was not carried out.

The repair states the type of `h` as `(a : n) = k`. Now `▸` can turn `a.2`, which says that `a` lies in `A`, into `k ∈ A`, which `hk` refutes. The annotation also fixes the indices of the lemma, so the entry is rewritten to `0` and `mul_zero` finishes the goal.

The similar rewrite earlier in the proof needs no annotation, because there `Subtype.ext h` must prove the equality that `hca` denies, and this determines the type of `h`.

After these edits no error is left:

```diff
@@ -83,5 +83,5 @@
   have hz : ∑ a : A, w a * (1 : Matrix n n ℂ) a k = 0 :=
     Finset.sum_eq_zero fun a _ => by
-      rw [Matrix.one_apply_ne (fun h => hk (h ▸ a.2)), mul_zero]
+      rw [Matrix.one_apply_ne (fun h : (a : n) = k => hk (h ▸ a.2)), mul_zero]
   exact (mul_eq_zero.mp ((key k).symm.trans hz)).resolve_left hs
 
```
